# The noise–friction balance that makes the canonical covariance stationary in linearised Langevin dynamics

When nuclei are moved with forces from a quantum Monte Carlo calculation, the statistical error of the forces keeps heating them. A Langevin scheme can use this error as part of its thermal noise: one estimates the covariance \(D\) of the total noise, chooses a target temperature \(T\), and sets the friction matrix to \(\Gamma = D/(2T)\). The calculation below justifies this choice for harmonic motion about a minimum, in continuous time, with noise that is white and independent of position.

Let \(x\) be the displacements and \(v\) the velocities, in units with unit masses and \(k_B=1\). The symmetric positive definite matrix \(K\) holds the force constants, and \(D\) is the covariance of the random velocity kicks per unit time. The equations of motion are \(\dot x = v\) and \(\dot v = -Kx-\Gamma v+\text{noise}\), so the covariance \(S\) of \((x,v)\) obeys

\[
\dot S = AS+SA^{T}+\begin{pmatrix}0&0\\0&D\end{pmatrix},\qquad
A=\begin{pmatrix}0&I\\-K&-\Gamma\end{pmatrix}.
\]

A stationary covariance makes the right-hand side vanish. The canonical one is \(S_T=T\,\mathrm{diag}(K^{-1},I)\). The claim is that \(S_T\) is stationary exactly when \(D=T(\Gamma+\Gamma^T)\), and that no other symmetric solution exists for that \(D\) if \(\Gamma+\Gamma^T\) is positive definite.

## Only the velocity block can be out of balance

Since \(KK^{-1}=I\),

\[
AS_T=T\begin{pmatrix}0&I\\-I&-\Gamma\end{pmatrix},\qquad
S_TA^T=(AS_T)^T=T\begin{pmatrix}0&-I\\I&-\Gamma^T\end{pmatrix}.
\]

The off-diagonal blocks cancel in the sum, and the right-hand side of the covariance equation becomes \(\mathrm{diag}(0,\;D-T(\Gamma+\Gamma^T))\). It vanishes exactly when \(D=T(\Gamma+\Gamma^T)\). An antisymmetric part of \(\Gamma\), such as a magnetic force produces, needs no noise to balance it.

## Damping leaves one symmetric solution

The difference \(X\) of two symmetric solutions for the same \(D\) satisfies \(AX+XA^T=0\). Write its blocks as \(P,Q,Q^T,R\), with \(P\) and \(R\) symmetric. The block equations are

\[
Q^T=-Q,\qquad R=PK+Q\Gamma^T,\qquad KQ-QK+\Gamma R+R\Gamma^T=0,
\]

where the first has been used in the third. Transposing the second gives \(R=KP-\Gamma Q\).

Let \(G=\Gamma+\Gamma^T\), which is positive definite by hypothesis. Multiply the third equation by \(R\) on the right and take the trace. The friction terms give \(\mathrm{tr}(RGR)\). For the other two, insert one form of \(R\) in each and use cyclicity:

\[
\begin{aligned}
\mathrm{tr}(KQR)&=\mathrm{tr}(QKPK)-\mathrm{tr}(KQ\Gamma Q),\\
\mathrm{tr}(QKR)&=\mathrm{tr}(QKPK)+\mathrm{tr}(KQ\Gamma^TQ).
\end{aligned}
\]

Their difference is \(-\mathrm{tr}(KQGQ)=\mathrm{tr}(KQGQ^T)\). With a factorisation \(K=C^TC\), the traced equation reads

\[
\mathrm{tr}\big(RGR^T\big)+\mathrm{tr}\big((CQ)\,G\,(CQ)^T\big)=0 .
\]

For any matrix \(B\) with rows \(b_i\), \(\mathrm{tr}(BGB^T)=\sum_i b_i\cdot Gb_i\). This is nonnegative, and it is zero only if every row is zero. Hence \(R=0\) and \(CQ=0\). Then \(KQ=C^TCQ=0\) gives \(Q=0\), and \(R=PK\) gives \(P=0\).

For \(\Gamma=\gamma I\) with \(\gamma>0\) and \(D=\sigma I\), the balance condition is met at \(T=\sigma/(2\gamma)\), so the canonical covariance at this temperature is the only symmetric solution.

## One oscillator, with and without friction

For a single oscillator with force constant \(k>0\) and friction \(\gamma>0\), let \(a\), \(b\) and \(c\) be the position variance, the position–velocity covariance and the velocity variance. The stationarity equation reduces to

\[
2b=0,\qquad c-ka-\gamma b=0,\qquad D-2kb-2\gamma c=0,
\]

which gives \(b=0\), \(c=D/(2\gamma)\) and \(a=c/k\).

Now drop the hypothesis of damping and set \(k=1\), \(\gamma=0\). If \(D=0\), the equations ask only for \(b=0\) and \(a=c\), so the covariances \(I\) and \(2I\) are both stationary and the temperature is undetermined. If \(D\neq0\), the first and third equations contradict each other: the noise heats the oscillator and nothing removes the energy.

## The dynamics as block matrices in Lean

```lean
import Mathlib

open Matrix

namespace LangevinFluctuationDissipation

noncomputable section

variable {n : Type*} [Fintype n] [DecidableEq n]
```

The finite type `n` labels the degrees of freedom. Phase space is indexed by `n ⊕ n`, with the left copy for positions and the right copy for velocities.

```lean
/-- Drift matrix of linearised Langevin dynamics with force constants `K` and friction `Γ`,
acting on positions (first block) and velocities (second block). -/
def drift (K Γ : Matrix n n ℝ) : Matrix (n ⊕ n) (n ⊕ n) ℝ :=
  fromBlocks 0 1 (-K) (-Γ)

/-- Noise covariance `D` acting on the velocities only. -/
def noise (D : Matrix n n ℝ) : Matrix (n ⊕ n) (n ⊕ n) ℝ :=
  fromBlocks 0 0 0 D

/-- Canonical covariance at temperature `T`, with unit masses and unit Boltzmann constant. -/
def canonicalCov (K : Matrix n n ℝ) (T : ℝ) : Matrix (n ⊕ n) (n ⊕ n) ℝ :=
  fromBlocks (T • K⁻¹) 0 0 (T • 1)
```

These definitions are \(A\), \(\mathrm{diag}(0,D)\) and \(S_T\). The choice of units is fixed in `canonicalCov`, whose velocity block is `T • 1`.

```lean
/-- The stationarity (Lyapunov) equation for a covariance `S` under the Langevin dynamics. -/
def IsStationaryCov (K Γ D : Matrix n n ℝ) (S : Matrix (n ⊕ n) (n ⊕ n) ℝ) : Prop :=
  drift K Γ * S + S * (drift K Γ)ᵀ + noise D = 0
```

Stationarity is defined by the algebraic equation. Its origin in the stochastic dynamics is the physical argument given above, and time-step errors do not enter. `T` may be any real number and `D` any real matrix; a physical reading needs \(T\ge0\) and a positive semidefinite \(D\).

## Checking the balance block by block

```lean
omit [Fintype n] [DecidableEq n] in
private lemma symm_of_posDef {K : Matrix n n ℝ} (hK : K.PosDef) : Kᵀ = K := by
  have h := hK.isHermitian.eq
  rwa [conjTranspose_eq_transpose_of_trivial] at h

private lemma isUnit_det_of_posDef {K : Matrix n n ℝ} (hK : K.PosDef) : IsUnit K.det :=
  (isUnit_iff_isUnit_det K).mp hK.isUnit
```

For a real matrix, `K.PosDef` includes symmetry, which the first lemma extracts. The second supplies the invertibility of \(K\).

```lean
/-- For positive definite force constants, the canonical covariance at temperature `T` is stationary
exactly when the noise covariance is `T (Γ + Γᵀ)`. -/
theorem canonical_stationary_iff {K : Matrix n n ℝ} (hK : K.PosDef)
    (Γ D : Matrix n n ℝ) (T : ℝ) :
    IsStationaryCov K Γ D (canonicalCov K T) ↔ D = T • (Γ + Γᵀ) := by
  have hs := symm_of_posDef hK
  have hu := mul_nonsing_inv K (isUnit_det_of_posDef hK)
  have hv := nonsing_inv_mul K (isUnit_det_of_posDef hK)
  -- every block of the residual except the velocity block vanishes
  have key : drift K Γ * canonicalCov K T + canonicalCov K T * (drift K Γ)ᵀ + noise D
      = noise (D - T • (Γ + Γᵀ)) := by
    simp only [drift, canonicalCov, noise, fromBlocks_transpose, fromBlocks_multiply,
      fromBlocks_add]
    rw [fromBlocks_inj]
    refine ⟨by simp, by simp [hs, hv], by simp [hu], ?_⟩
    simp only [Matrix.mul_smul, Matrix.smul_mul, Matrix.mul_one, Matrix.one_mul,
      Matrix.mul_zero, Matrix.zero_mul, transpose_neg]
    module
  unfold IsStationaryCov
  rw [key]
  constructor
  · intro h
    ext i j
    have hij := congrFun (congrFun h (Sum.inr i)) (Sum.inr j)
    simp only [noise, fromBlocks_apply₂₂, Matrix.sub_apply, Matrix.zero_apply] at hij
    linarith
  · intro h
    rw [h, sub_self]
    simp [noise]
```

The step `key` is the block multiplication done by hand. `fromBlocks_inj` splits the matrix identity into four, of which the first three are the cancelling blocks, and `module` collects the friction terms in the last. The equivalence then follows by reading off the velocity block. This balance between noise and friction is often called a fluctuation–dissipation relation. The theorem here concerns only equal-time second moments under memoryless friction, not response functions or time correlations.

## Two dissipation terms that must both vanish

```lean
omit [DecidableEq n] in
/-- For positive definite `G`, the trace of `B G Bᵀ` is nonnegative and vanishes only for
`B = 0`. -/
theorem trace_dissipation {G : Matrix n n ℝ} (hG : G.PosDef) (B : Matrix n n ℝ) :
    0 ≤ trace (B * G * Bᵀ) ∧ (trace (B * G * Bᵀ) = 0 → B = 0) := by
  have hsum : trace (B * G * Bᵀ) = ∑ i, B i ⬝ᵥ G *ᵥ B i := by
    refine Finset.sum_congr rfl fun i _ => ?_
    rw [Matrix.dotProduct_mulVec]
    rfl
  have hpos : ∀ x : n → ℝ, x ≠ 0 → 0 < x ⬝ᵥ G *ᵥ x := fun x hx => by
    simpa only [star_trivial] using hG.dotProduct_mulVec_pos hx
  have hnn : ∀ x : n → ℝ, 0 ≤ x ⬝ᵥ G *ᵥ x := fun x => by
    by_cases hx : x = 0
    · simp [hx]
    · exact (hpos x hx).le
  rw [hsum]
  refine ⟨Finset.sum_nonneg fun i _ => hnn _, fun h => ?_⟩
  have h0 := (Finset.sum_eq_zero_iff_of_nonneg fun i _ => hnn (B i)).mp h
  funext i
  by_contra hi
  exact (hpos (B i) hi).ne' (h0 i (Finset.mem_univ i))
```

This is the row-by-row argument for \(\mathrm{tr}(BGB^T)\), with `B i` as the row \(b_i\). A sum of nonnegative terms is zero only if each term is zero, and positive definiteness then excludes a nonzero row.

```lean
open scoped MatrixOrder in
private lemma exists_factor {K : Matrix n n ℝ} (hK : K.PosDef) :
    ∃ C : Matrix n n ℝ, K = Cᵀ * C := by
  obtain ⟨C, hC⟩ := CStarAlgebra.nonneg_iff_eq_star_mul_self.mp hK.posSemidef.nonneg
  exact ⟨C, by rwa [star_eq_conjTranspose, conjTranspose_eq_transpose_of_trivial] at hC⟩
```

The factor \(C\) comes from a Mathlib theorem that writes a nonnegative element as \(C^*C\); for real matrices, nonnegative means positive semidefinite here and the star is the transpose.

```lean
/-- With positive definite force constants and dissipation, the only symmetric solution of
the noise-free stationarity equation is zero. -/
theorem homogeneous_eq_zero {K Γ : Matrix n n ℝ} (hK : K.PosDef) (hG : (Γ + Γᵀ).PosDef)
    {X : Matrix (n ⊕ n) (n ⊕ n) ℝ} (hsym : Xᵀ = X)
    (hX : drift K Γ * X + X * (drift K Γ)ᵀ = 0) : X = 0 := by
  have hs := symm_of_posDef hK
  have hdet := isUnit_det_of_posDef hK
  obtain ⟨C, hC⟩ := exists_factor hK
  obtain ⟨P, Q, Q', R, rfl⟩ : ∃ P Q Q' R, X = fromBlocks P Q Q' R :=
    ⟨_, _, _, _, (fromBlocks_toBlocks X).symm⟩
  rw [fromBlocks_transpose, fromBlocks_inj] at hsym
  obtain ⟨hP, -, rfl, hR⟩ := hsym
  have hz : (0 : Matrix (n ⊕ n) (n ⊕ n) ℝ) = fromBlocks 0 0 0 0 := fromBlocks_zero.symm
  rw [drift, fromBlocks_transpose, fromBlocks_multiply, fromBlocks_multiply,
    fromBlocks_add, hz, fromBlocks_inj] at hX
  obtain ⟨a, b, -, d⟩ := hX
  simp only [Matrix.zero_mul, Matrix.one_mul, Matrix.mul_zero, Matrix.mul_one,
    transpose_zero, transpose_one, transpose_neg, zero_add, hs] at a b d
  have hQ : Qᵀ = -Q := eq_neg_of_add_eq_zero_left a
  have h2 : R = P * K + Q * Γᵀ := by
    linear_combination (norm := noncomm_ring) b
  have h2' : R = K * P - Γ * Q := by
    have h := congrArg transpose h2
    rw [hR, transpose_add, transpose_mul, transpose_mul, transpose_transpose, hs, hP, hQ] at h
    rw [h]
    noncomm_ring
  -- multiply the velocity block by `R` and take the trace
  have e0 := congrArg (fun M => trace (M * R)) d
  simp only [hQ, Matrix.add_mul, Matrix.neg_mul, Matrix.mul_neg, neg_neg, trace_add,
    trace_neg, Matrix.zero_mul, trace_zero, Matrix.mul_assoc] at e0
  have c1 : trace (Γ * (R * R)) = trace (R * (Γ * R)) := by
    simpa only [Matrix.mul_assoc] using trace_mul_comm (Γ * R) R
  have e1 : trace (K * (Q * R)) = trace (Q * (K * (P * K))) - trace (K * (Q * (Γ * Q))) := by
    have c : Q * R * K = Q * (K * (P * K)) - Q * (Γ * Q) * K := by
      rw [h2']
      noncomm_ring
    rw [trace_mul_comm K (Q * R), c, trace_sub, trace_mul_comm K (Q * (Γ * Q))]
  have e2 : trace (Q * (K * R)) = trace (Q * (K * (P * K))) + trace (K * (Q * (Γᵀ * Q))) := by
    have c : Q * (K * R) = Q * (K * (P * K)) + Q * (K * (Q * Γᵀ)) := by
      rw [h2]
      noncomm_ring
    have e : trace (Q * (K * (Q * Γᵀ))) = trace (K * (Q * (Γᵀ * Q))) := by
      simpa only [Matrix.mul_assoc] using trace_mul_comm Q (K * (Q * Γᵀ))
    rw [c, trace_add, e]
  have t1 : trace (R * (Γ + Γᵀ) * Rᵀ) = trace (R * (Γ * R)) + trace (R * (Γᵀ * R)) := by
    rw [hR, ← trace_add]
    congr 1
    noncomm_ring
  have t2 : trace (C * Q * (Γ + Γᵀ) * (C * Q)ᵀ)
      = -(trace (K * (Q * (Γ * Q))) + trace (K * (Q * (Γᵀ * Q)))) := by
    calc _ = trace (C * Q * (Γ + Γᵀ) * (-Q) * Cᵀ) := by
          rw [transpose_mul, hQ]
          simp only [Matrix.mul_assoc]
      _ = trace (Cᵀ * (C * Q * (Γ + Γᵀ) * (-Q))) := trace_mul_comm _ _
      _ = _ := by
          rw [← trace_add, ← trace_neg, hC]
          congr 1
          noncomm_ring
  -- two nonnegative dissipation terms add up to zero
  obtain ⟨p1, z1⟩ := trace_dissipation hG R
  obtain ⟨p2, z2⟩ := trace_dissipation hG (C * Q)
  have hR0 : R = 0 := z1 (by linarith)
  have hCQ : C * Q = 0 := z2 (by linarith)
  have hQ0 : Q = 0 := by
    have hKQ : K * Q = 0 := by rw [hC, Matrix.mul_assoc, hCQ, Matrix.mul_zero]
    rw [← Matrix.one_mul Q, ← nonsing_inv_mul K hdet, Matrix.mul_assoc, hKQ, Matrix.mul_zero]
  have hP0 : P = 0 := by
    have hPK : P * K = 0 := by
      rw [hR0, hQ0, Matrix.zero_mul, add_zero] at h2
      exact h2.symm
    rw [← Matrix.mul_one P, ← mul_nonsing_inv K hdet, ← Matrix.mul_assoc, hPK, Matrix.zero_mul]
  rw [hP0, hQ0, hR0, transpose_zero, fromBlocks_zero]
```

After `X` is split into blocks, `a`, `b` and `d` are the three block equations. `h2` and `h2'` are the two forms of \(R\), and `e0` is the velocity equation multiplied by \(R\) and traced. `e1` and `e2` are the two displayed trace identities, while `t1` and `t2` rewrite the dissipation terms so that they can be compared with `e0`. `linarith` combines these with the two nonnegativity statements to make each trace zero. The last steps recover \(Q=0\) and \(P=0\) by inverting \(K\).

```lean
/-- With positive definite force constants and dissipation, two symmetric stationary
covariances for the same noise coincide. -/
theorem stationary_unique {K Γ D : Matrix n n ℝ} (hK : K.PosDef) (hG : (Γ + Γᵀ).PosDef)
    {S S' : Matrix (n ⊕ n) (n ⊕ n) ℝ} (hS : Sᵀ = S) (hS' : S'ᵀ = S')
    (h : IsStationaryCov K Γ D S) (h' : IsStationaryCov K Γ D S') : S = S' := by
  unfold IsStationaryCov at h h'
  refine sub_eq_zero.mp (homogeneous_eq_zero hK hG (by rw [transpose_sub, hS, hS']) ?_)
  linear_combination (norm := noncomm_ring) h - h'
```

Subtracting the two stationarity equations removes the noise, and the preceding theorem applies to `S - S'`. The hypothesis on `Γ + Γᵀ` says that friction drains energy from every direction of motion. The theorem gives uniqueness only: it does not say that a solution exists for every `D`, or that a solution is canonical.

## Reading off the temperature

```lean
/-- For positive definite force constants, scalar friction `γ > 0` and scalar noise strength `σ`, a
symmetric covariance is stationary exactly when it is canonical at temperature `σ / (2 γ)`. -/
theorem isotropic_temperature {K : Matrix n n ℝ} (hK : K.PosDef) {γ : ℝ} (hγ : 0 < γ) (σ : ℝ)
    {S : Matrix (n ⊕ n) (n ⊕ n) ℝ} (hS : Sᵀ = S) :
    IsStationaryCov K (γ • 1) (σ • 1) S ↔ S = canonicalCov K (σ / (2 * γ)) := by
  have hg : (γ • (1 : Matrix n n ℝ)) + (γ • (1 : Matrix n n ℝ))ᵀ = (2 * γ) • 1 := by
    rw [transpose_smul, transpose_one]
    module
  have hG : ((γ • (1 : Matrix n n ℝ)) + (γ • (1 : Matrix n n ℝ))ᵀ).PosDef := by
    rw [hg]
    exact Matrix.PosDef.one.smul (by positivity)
  have hcan : IsStationaryCov K (γ • 1) (σ • 1) (canonicalCov K (σ / (2 * γ))) := by
    rw [canonical_stationary_iff hK, hg, smul_smul, div_mul_cancel₀ σ (by positivity)]
  have hsym : (canonicalCov K (σ / (2 * γ)))ᵀ = canonicalCov K (σ / (2 * γ)) := by
    simp only [canonicalCov, fromBlocks_transpose, transpose_smul, transpose_nonsing_inv,
      symm_of_posDef hK, transpose_zero, transpose_one]
  exact ⟨fun h => stationary_unique hK hG hS hsym h hcan, fun h => h ▸ hcan⟩
```

Here `γ • 1` and `σ • 1` are scalar friction and scalar noise. The balance theorem shows that the canonical covariance at \(\sigma/(2\gamma)\) is stationary, and uniqueness shows that every symmetric solution equals it.

```lean
/-- For a damped oscillator in one dimension, the stationarity equation fixes the position
variance `a`, the position-velocity covariance `b` and the velocity variance `c`. -/
theorem oscillator_moments {k γ : ℝ} (hk : 0 < k) (hγ : 0 < γ) (D a b c : ℝ) :
    !![0, 1; -k, -γ] * !![a, b; b, c] + !![a, b; b, c] * !![0, 1; -k, -γ]ᵀ
      + !![0, 0; 0, D] = 0 ↔ a = D / (2 * γ) / k ∧ b = 0 ∧ c = D / (2 * γ) := by
  have key : !![0, 1; -k, -γ] * !![a, b; b, c] + !![a, b; b, c] * !![0, 1; -k, -γ]ᵀ
      + !![0, 0; 0, D] = !![2 * b, c - k * a - γ * b;
        c - k * a - γ * b, D - 2 * k * b - 2 * γ * c] := by
    have ht : !![0, 1; -k, -γ]ᵀ = !![0, -k; 1, -γ] := by
      ext i j
      fin_cases i <;> fin_cases j <;> rfl
    rw [ht]
    ext i j
    fin_cases i <;> fin_cases j <;>
      simp <;> ring
  rw [key]
  constructor
  · intro h
    have h0 : 2 * b = 0 := congrFun (congrFun h 0) 0
    have h1 : c - k * a - γ * b = 0 := congrFun (congrFun h 0) 1
    have h2 : D - 2 * k * b - 2 * γ * c = 0 := congrFun (congrFun h 1) 1
    have hb : b = 0 := by linarith
    subst hb
    have hc : c = D / (2 * γ) := by
      rw [eq_div_iff (by positivity)]
      linarith
    refine ⟨?_, rfl, hc⟩
    rw [← hc, eq_div_iff hk.ne']
    linarith
  · rintro ⟨ha, hb, hc⟩
    have h1 : k * a = c := by
      rw [ha, hc]
      exact mul_div_cancel₀ _ hk.ne'
    have h2 : 2 * γ * c = D := by
      rw [hc]
      exact mul_div_cancel₀ _ (by positivity)
    ext i j
    fin_cases i <;> fin_cases j <;> simp [hb, h1, h2]
```

This statement uses explicit \(2\times2\) matrices and is proved directly, without the block theorems. `key` computes the residual entry by entry, and the forward direction solves the three scalar equations in the order \(b\), \(c\), \(a\).

```lean
/-- For positive definite force constants, without friction and noise, the canonical covariance is
stationary at every temperature. -/
theorem frictionless_every_temperature {K : Matrix n n ℝ} (hK : K.PosDef) (T : ℝ) :
    IsStationaryCov K 0 0 (canonicalCov K T) := by
  rw [canonical_stationary_iff hK]
  simp

end

end LangevinFluctuationDissipation
```

With `Γ = 0` and `D = 0` the balance condition reads \(0=0\) for every `T`. When there is at least one degree of freedom, different temperatures give different covariances, so this is the undamped counter-example for any positive definite \(K\).

```lean
#print axioms LangevinFluctuationDissipation.canonical_stationary_iff
-- 'LangevinFluctuationDissipation.canonical_stationary_iff' depends on axioms: [propext, Classical.choice, Quot.sound]
#print axioms LangevinFluctuationDissipation.isotropic_temperature
-- 'LangevinFluctuationDissipation.isotropic_temperature' depends on axioms: [propext, Classical.choice, Quot.sound]
#print axioms LangevinFluctuationDissipation.oscillator_moments
-- 'LangevinFluctuationDissipation.oscillator_moments' depends on axioms: [propext, Classical.choice, Quot.sound]
#print axioms LangevinFluctuationDissipation.frictionless_every_temperature
-- 'LangevinFluctuationDissipation.frictionless_every_temperature' depends on axioms: [propext, Classical.choice, Quot.sound]
```
